# For a spherical charge, the first omitted moment term, if finite, bounds the error of the X-ray form factor expansion

## Radial charge, moments and form factor

Let μ be a finite nonnegative measure describing how much electronic charge, in units of the electron's, lies at each distance r > 0 from the nucleus. For a spherical number density ρ(r), dμ = 4πr²ρ(r) dr. The momentum transfer is q > 0, with ħ = 1. Define

m_k = ∫ r^k dμ

f(q) = ∫ sin(qr)/(qr) dμ

P_n(q) = Σ_{k≤n} (−1)^k q^(2k) m_(2k)/(2k+1)!

with both integrals over r > 0. Thus m_0 is the total charge and, if it is nonzero, m_2/m_0 is the mean square radius. The model is a static, spherical charge scattering elastically, without resonant corrections.

In Lean, μ is a `Measure ℝ` with `IsFiniteMeasure μ`, and integration over `Ioi 0` ignores anything at r ≤ 0. Lean's division by zero would give f(0) = 0 instead of m_0, so the theorems take q > 0.

```lean
import Mathlib

open MeasureTheory Set Filter Topology

namespace XrayFormFactorMoments

noncomputable section
```

The proof compares sine and cosine with their first n Taylor terms:

S_n(x) = Σ_{k<n} (−1)^k x^(2k+1)/(2k+1)!

C_n(x) = Σ_{k<n} (−1)^k x^(2k)/(2k)!

```lean
/-- The first `n` terms of the Taylor series of the sine. -/
def sinSum (n : ℕ) (x : ℝ) : ℝ :=
  ∑ k ∈ Finset.range n, (-1 : ℝ) ^ k * x ^ (2 * k + 1) / ((2 * k + 1).factorial : ℝ)

/-- The first `n` terms of the Taylor series of the cosine. -/
def cosSum (n : ℕ) (x : ℝ) : ℝ :=
  ∑ k ∈ Finset.range n, (-1 : ℝ) ^ k * x ^ (2 * k) / ((2 * k).factorial : ℝ)
```

The physical quantities m_k, f and P_n become `moment`, `formFactor` and `momentSeries`. Since `Finset.range (n + 1)` runs from 0 to n, P_n includes the order q^(2n).

```lean
/-- The `k`-th radial moment of the charge `μ` on `r > 0`. -/
def moment (μ : Measure ℝ) (k : ℕ) : ℝ := ∫ r in Ioi (0 : ℝ), r ^ k ∂μ

/-- The X-ray form factor of the radial charge `μ` at momentum transfer `q`. -/
def formFactor (μ : Measure ℝ) (q : ℝ) : ℝ :=
  ∫ r in Ioi (0 : ℝ), Real.sin (q * r) / (q * r) ∂μ

/-- The moment expansion of the form factor up to and including order `q ^ (2 * n)`. -/
def momentSeries (μ : Measure ℝ) (n : ℕ) (q : ℝ) : ℝ :=
  ∑ k ∈ Finset.range (n + 1),
    (-1 : ℝ) ^ k * q ^ (2 * k) * moment μ (2 * k) / ((2 * k + 1).factorial : ℝ)
```

## Signs of the Taylor remainders

The derivative of x^(2k+1)/(2k+1)! is x^(2k)/(2k)!. In the cosine sum the constant drops out, and shifting the index by one produces a minus sign:

S_n′ = C_n

C_(n+1)′ = −S_n

Lean differentiates the first sum term by term and obtains the second identity by induction, adding one term at a time.

```lean
/-- The derivative of the `n`-term sine sum is the `n`-term cosine sum, and the derivative of the
`(n + 1)`-term cosine sum is minus the `n`-term sine sum. -/
theorem hasDerivAt_sums (n : ℕ) (x : ℝ) :
    HasDerivAt (fun y => sinSum n y) (cosSum n x) x ∧
      HasDerivAt (fun y => cosSum (n + 1) y) (-sinSum n x) x := by
  constructor
  · unfold sinSum cosSum
    apply HasDerivAt.fun_sum
    intro k _
    have h := ((hasDerivAt_pow (2 * k + 1) x).const_mul ((-1 : ℝ) ^ k)).div_const
      ((2 * k + 1).factorial : ℝ)
    refine h.congr_deriv ?_
    have hF : ((2 * k).factorial : ℝ) ≠ 0 := by positivity
    have hk : (2 * (k : ℝ) + 1) ≠ 0 := by positivity
    rw [Nat.factorial_succ, Nat.add_sub_cancel]
    push_cast
    field_simp
  · induction n with
    | zero =>
      have h1 : (fun y => cosSum (0 + 1) y) = fun _ => (1 : ℝ) := by
        funext y
        simp [cosSum]
      have h0 : -sinSum 0 x = 0 := by simp [sinSum]
      rw [h1, h0]
      exact hasDerivAt_const x 1
    | succ n ih =>
      have e : (fun y => cosSum (n + 1 + 1) y) = fun y => cosSum (n + 1) y +
          (-1 : ℝ) ^ (n + 1) * y ^ (2 * (n + 1)) / ((2 * (n + 1)).factorial : ℝ) := by
        funext y
        exact Finset.sum_range_succ _ _
      have h := ((hasDerivAt_pow (2 * (n + 1)) x).const_mul ((-1 : ℝ) ^ (n + 1))).div_const
        ((2 * (n + 1)).factorial : ℝ)
      have s : sinSum (n + 1) x = sinSum n x +
          (-1 : ℝ) ^ n * x ^ (2 * n + 1) / ((2 * n + 1).factorial : ℝ) :=
        Finset.sum_range_succ _ _
      have f : ((2 * (n + 1)).factorial : ℝ) =
          ((2 * (n + 1) : ℕ) : ℝ) * ((2 * n + 1).factorial : ℝ) := by
        rw [show 2 * (n + 1) = (2 * n + 1) + 1 by ring, Nat.factorial_succ, Nat.cast_mul]
      have hN : ((2 * (n + 1) : ℕ) : ℝ) ≠ 0 := by positivity
      rw [e]
      refine (ih.fun_add h).congr_deriv ?_
      rw [s, f, show 2 * (n + 1) - 1 = 2 * n + 1 by omega, mul_left_comm,
        mul_div_mul_left _ _ hN, pow_succ]
      ring
```

If g(0) = 0 and g′ ≥ 0 for x ≥ 0, then g is increasing there and g(x) ≥ g(0) = 0.

```lean
/-- A function that vanishes at the origin and has nonnegative slope for `x ≥ 0` is
nonnegative there. -/
theorem nonneg_of_slope {g g' : ℝ → ℝ} (h0 : g 0 = 0) (hd : ∀ x, HasDerivAt g (g' x) x)
    (hp : ∀ x, 0 ≤ x → 0 ≤ g' x) (x : ℝ) (hx : 0 ≤ x) : 0 ≤ g x := by
  have hm : MonotoneOn g (Ici 0) := monotoneOn_of_deriv_nonneg (convex_Ici 0)
    (fun y _ => (hd y).continuousAt.continuousWithinAt)
    (fun y _ => (hd y).differentiableAt.differentiableWithinAt)
    (fun y hy => by rw [(hd y).deriv]; exact hp y (interior_subset hy))
  have h := hm (mem_Ici.2 le_rfl) (mem_Ici.2 hx) hx
  rwa [h0] at h
```

Apply this to the signed remainders

A_n(x) = (−1)^(n+1) (cos x − C_(n+1)(x))

B_n(x) = (−1)^(n+1) (sin x − S_(n+1)(x))

All of them vanish at x = 0, and the derivative rules give

B_n′ = A_n

A_(n+1)′ = B_n

Since A_0 = 1 − cos x ≥ 0, it follows in turn that B_0, A_1, B_1 and all later remainders are nonnegative for x ≥ 0. In the code, `step` passes from A_m to B_m, and the induction supplies the passage from B_n to A_(n+1).

```lean
/-- For `x ≥ 0` the Taylor remainder of the sine after `n + 1` terms has the sign
`(-1) ^ (n + 1)` or vanishes. -/
theorem sin_remainder_sign (n : ℕ) :
    ∀ x : ℝ, 0 ≤ x → 0 ≤ (-1 : ℝ) ^ (n + 1) * (Real.sin x - sinSum (n + 1) x) := by
  -- a sign for the cosine remainder integrates to one for the sine remainder
  have step : ∀ m : ℕ,
      (∀ x : ℝ, 0 ≤ x → 0 ≤ (-1 : ℝ) ^ (m + 1) * (Real.cos x - cosSum (m + 1) x)) →
      ∀ x : ℝ, 0 ≤ x → 0 ≤ (-1 : ℝ) ^ (m + 1) * (Real.sin x - sinSum (m + 1) x) :=
    fun m hc => nonneg_of_slope (by simp [sinSum])
      (fun x => ((Real.hasDerivAt_sin x).fun_sub (hasDerivAt_sums (m + 1) x).1).const_mul _) hc
  induction n with
  | zero =>
    apply step 0
    intro x _
    have h : cosSum (0 + 1) x = 1 := by simp [cosSum]
    rw [h, zero_add, pow_one]
    linarith [Real.cos_le_one x]
  | succ n ih =>
    apply step (n + 1)
    -- and the sine remainder integrates to the next cosine remainder
    refine nonneg_of_slope (by simp [cosSum, Finset.sum_range_succ'])
      (fun x => ((Real.hasDerivAt_cos x).fun_sub (hasDerivAt_sums (n + 1) x).2).const_mul _) ?_
    intro x hx
    have h := ih x hx
    rw [pow_succ (-1 : ℝ) (n + 1)]
    linarith
```

## Enclosing the scattering kernel

Let K_n(x) = Σ_{k≤n} (−1)^k x^(2k)/(2k+1)!, so that x K_n(x) = S_(n+1)(x). For x > 0, dividing B_n ≥ 0 by x gives

0 ≤ (−1)^(n+1) (sin x/x − K_n(x))

For the upper bound, separate the last term of the next remainder:

0 ≤ B_(n+1)(x) = x^(2n+3)/(2n+3)! − B_n(x)

Dividing by x again yields

(−1)^(n+1) (sin x/x − K_n(x)) ≤ x^(2n+2)/(2n+3)!

The `linear_combination` step is this separation, using the fact that the sign squares to 1.

```lean
/-- The scattering kernel `sin x / x` differs from its truncated series by at most the first omitted
term for `x > 0`; the kernel minus the series has the sign of that term or vanishes. -/
theorem kernel_enclosure (n : ℕ) {x : ℝ} (hx : 0 < x) :
    0 ≤ (-1 : ℝ) ^ (n + 1) * (Real.sin x / x - ∑ k ∈ Finset.range (n + 1),
        (-1 : ℝ) ^ k * x ^ (2 * k) / ((2 * k + 1).factorial : ℝ)) ∧
      (-1 : ℝ) ^ (n + 1) * (Real.sin x / x - ∑ k ∈ Finset.range (n + 1),
        (-1 : ℝ) ^ k * x ^ (2 * k) / ((2 * k + 1).factorial : ℝ)) ≤
        x ^ (2 * n + 2) / ((2 * n + 3).factorial : ℝ) := by
  have hs : sinSum (n + 1) x = x * ∑ k ∈ Finset.range (n + 1),
      (-1 : ℝ) ^ k * x ^ (2 * k) / ((2 * k + 1).factorial : ℝ) := by
    unfold sinSum
    rw [Finset.mul_sum]
    refine Finset.sum_congr rfl fun k _ => ?_
    rw [pow_succ x (2 * k)]
    ring
  have e : ∀ T : ℝ, (-1 : ℝ) ^ (n + 1) * (Real.sin x / x - T) =
      (-1 : ℝ) ^ (n + 1) * (Real.sin x - x * T) / x := by
    intro T
    rw [mul_div_assoc, sub_div, mul_div_cancel_left₀ T hx.ne']
  rw [e, ← hs]
  refine ⟨div_nonneg (sin_remainder_sign n x hx.le) hx.le, ?_⟩
  rw [div_le_iff₀ hx]
  have h := sin_remainder_sign (n + 1) x hx.le
  have s : sinSum (n + 1 + 1) x = sinSum (n + 1) x +
      (-1 : ℝ) ^ (n + 1) * x ^ (2 * (n + 1) + 1) / ((2 * (n + 1) + 1).factorial : ℝ) :=
    Finset.sum_range_succ _ _
  rw [show 2 * (n + 1) + 1 = 2 * n + 3 by ring] at s
  have hsq : (-1 : ℝ) ^ (n + 1) * (-1 : ℝ) ^ (n + 1) = 1 := by
    rw [← mul_pow]
    norm_num
  rw [s, pow_succ (-1 : ℝ) (n + 1)] at h
  generalize (-1 : ℝ) ^ (n + 1) = a at h hsq ⊢
  have h2 : a * -1 * (Real.sin x - (sinSum (n + 1) x +
      a * x ^ (2 * n + 3) / ((2 * n + 3).factorial : ℝ))) =
      x ^ (2 * n + 2) / ((2 * n + 3).factorial : ℝ) * x -
        a * (Real.sin x - sinSum (n + 1) x) := by
    linear_combination (x ^ (2 * n + 3) / ((2 * n + 3).factorial : ℝ)) * hsq
  linarith
```

## Finite integrals

For r > 0 and k ≤ N, r^k ≤ 1 + r^N: if r ≤ 1 the first summand suffices, otherwise the second does. A finite measure with finite m_N therefore has all lower moments finite.

```lean
/-- If a radial moment of a finite charge is finite, so are all lower ones. -/
theorem integrable_lower_moment (μ : Measure ℝ) [IsFiniteMeasure μ] {k N : ℕ} (hk : k ≤ N)
    (h : IntegrableOn (fun r : ℝ => r ^ N) (Ioi 0) μ) :
    IntegrableOn (fun r : ℝ => r ^ k) (Ioi 0) μ := by
  have g : Integrable (fun r : ℝ => 1 + r ^ N) (μ.restrict (Ioi 0)) :=
    (integrable_const (1 : ℝ)).add h
  refine Integrable.mono' g (continuous_pow k).aestronglyMeasurable ?_
  filter_upwards [ae_restrict_mem measurableSet_Ioi] with r hr
  have hr' : 0 < r := hr
  have hN : 0 ≤ r ^ N := by positivity
  rw [Real.norm_of_nonneg (by positivity)]
  rcases le_total r 1 with h1 | h1
  · linarith [pow_le_one₀ (n := k) hr'.le h1]
  · linarith [pow_le_pow_right₀ h1 hk]
```

For x > 0, sin x ≤ x. Also sin x ≥ −x, because sin x is positive for x ≤ 1 and at least −1 beyond. Hence |sin x/x| ≤ 1, and f(q) is a convergent integral.

```lean
/-- The scattering kernel is integrable against every finite radial charge. -/
theorem integrable_kernel (μ : Measure ℝ) [IsFiniteMeasure μ] {q : ℝ} (hq : 0 < q) :
    IntegrableOn (fun r : ℝ => Real.sin (q * r) / (q * r)) (Ioi 0) μ := by
  have hm : Measurable (fun r : ℝ => Real.sin (q * r) / (q * r)) := by fun_prop
  refine Integrable.mono' (integrable_const (1 : ℝ)) hm.aestronglyMeasurable ?_
  filter_upwards [ae_restrict_mem measurableSet_Ioi] with r hr
  have hx : 0 < q * r := mul_pos hq hr
  rw [Real.norm_eq_abs, abs_div, abs_of_pos hx, div_le_one hx, abs_le]
  refine ⟨?_, Real.sin_le hx.le⟩
  rcases le_total (q * r) 1 with h | h
  · linarith [Real.sin_pos_of_pos_of_le_one hx h]
  · linarith [Real.neg_one_le_sin (q * r)]
```

## From the kernel to the form factor

Put x = qr in the enclosure and integrate. The finite sum integrates term by term to P_n(q), giving

0 ≤ (−1)^(n+1) (f(q) − P_n(q)) ≤ q^(2n+2) m_(2n+2)/(2n+3)!

The hypothesis `h` says that m_(2n+2) is finite. In the proof, `hP` identifies the integrated sum, while `hD` and `hU` write the error and its bound as integrals that can be compared pointwise.

```lean
/-- If the moment in the first omitted term is finite, the form factor minus its truncated moment
expansion has the sign of that term or vanishes, and is at most as large in absolute value. -/
theorem formFactor_enclosure (μ : Measure ℝ) [IsFiniteMeasure μ] (n : ℕ) {q : ℝ} (hq : 0 < q)
    (h : IntegrableOn (fun r : ℝ => r ^ (2 * n + 2)) (Ioi 0) μ) :
    0 ≤ (-1 : ℝ) ^ (n + 1) * (formFactor μ q - momentSeries μ n q) ∧
      (-1 : ℝ) ^ (n + 1) * (formFactor μ q - momentSeries μ n q) ≤
        q ^ (2 * n + 2) * moment μ (2 * n + 2) / ((2 * n + 3).factorial : ℝ) := by
  have ht : ∀ k : ℕ, (fun r : ℝ => (-1 : ℝ) ^ k * (q * r) ^ (2 * k) /
      ((2 * k + 1).factorial : ℝ)) = fun r : ℝ =>
      ((-1 : ℝ) ^ k * q ^ (2 * k) / ((2 * k + 1).factorial : ℝ)) * r ^ (2 * k) := by
    intro k
    funext r
    rw [mul_pow]
    ring
  have hi : ∀ k ∈ Finset.range (n + 1), Integrable (fun r : ℝ => (-1 : ℝ) ^ k *
      (q * r) ^ (2 * k) / ((2 * k + 1).factorial : ℝ)) (μ.restrict (Ioi 0)) := by
    intro k hk
    have hkn := Finset.mem_range.1 hk
    rw [ht k]
    exact Integrable.const_mul (integrable_lower_moment μ (by omega) h) _
  -- integrating the truncated kernel term by term produces the moments
  have hP : ∫ r in Ioi (0 : ℝ), (∑ k ∈ Finset.range (n + 1), (-1 : ℝ) ^ k *
      (q * r) ^ (2 * k) / ((2 * k + 1).factorial : ℝ)) ∂μ = momentSeries μ n q := by
    rw [MeasureTheory.integral_finsetSum _ hi]
    unfold momentSeries
    refine Finset.sum_congr rfl fun k _ => ?_
    rw [ht k, integral_const_mul]
    unfold moment
    ring
  have hS := MeasureTheory.integrable_finsetSum _ hi
  have hK := integrable_kernel μ hq
  have hD : (-1 : ℝ) ^ (n + 1) * (formFactor μ q - momentSeries μ n q) =
      ∫ r in Ioi (0 : ℝ), (-1 : ℝ) ^ (n + 1) * (Real.sin (q * r) / (q * r) -
        ∑ k ∈ Finset.range (n + 1), (-1 : ℝ) ^ k * (q * r) ^ (2 * k) /
          ((2 * k + 1).factorial : ℝ)) ∂μ := by
    rw [integral_const_mul, integral_sub hK hS, hP]
    rfl
  have hU : q ^ (2 * n + 2) * moment μ (2 * n + 2) / ((2 * n + 3).factorial : ℝ) =
      ∫ r in Ioi (0 : ℝ), (q ^ (2 * n + 2) / ((2 * n + 3).factorial : ℝ)) *
        r ^ (2 * n + 2) ∂μ := by
    rw [integral_const_mul]
    unfold moment
    ring
  rw [hD, hU]
  constructor
  · apply integral_nonneg_of_ae
    filter_upwards [ae_restrict_mem measurableSet_Ioi] with r hr
    exact (kernel_enclosure n (mul_pos hq hr)).1
  · apply integral_mono_ae ((hK.sub hS).const_mul _) (Integrable.const_mul h _)
    filter_upwards [ae_restrict_mem measurableSet_Ioi] with r hr
    refine (kernel_enclosure n (mul_pos hq hr)).2.trans (le_of_eq ?_)
    rw [mul_pow]
    ring
```

The sign factor has absolute value 1, so, whenever m_(2n+2) is finite,

|f(q) − P_n(q)| ≤ q^(2n+2) m_(2n+2)/(2n+3)!

```lean
/-- The moment expansion through order `q ^ (2 * n)` is accurate to within
`q ^ (2 * n + 2) * m_(2n+2) / (2 * n + 3)!`. -/
theorem formFactor_error (μ : Measure ℝ) [IsFiniteMeasure μ] (n : ℕ) {q : ℝ} (hq : 0 < q)
    (h : IntegrableOn (fun r : ℝ => r ^ (2 * n + 2)) (Ioi 0) μ) :
    |formFactor μ q - momentSeries μ n q| ≤
      q ^ (2 * n + 2) * moment μ (2 * n + 2) / ((2 * n + 3).factorial : ℝ) := by
  obtain ⟨h1, h2⟩ := formFactor_enclosure μ n hq h
  have e : |(-1 : ℝ) ^ (n + 1) * (formFactor μ q - momentSeries μ n q)| =
      |formFactor μ q - momentSeries μ n q| := by
    rw [abs_mul, abs_pow, abs_neg, abs_one, one_pow, one_mul]
  rw [← e, abs_of_nonneg h1]
  exact h2
```

For n = 0 and finite m_2, P_0 = m_0 and the signed enclosure reads 0 ≤ m_0 − f(q) ≤ q² m_2/6. Rearranged,

m_0 − q² m_2/6 ≤ f(q) ≤ m_0

For a static spherical density from an electronic-structure calculation, this limits how far the form factor can fall at small q in terms of the second radial moment.

```lean
/-- The form factor lies between the parabola `m_0 - q ^ 2 * m_2 / 6` and the total
charge `m_0`. -/
theorem formFactor_two_sided (μ : Measure ℝ) [IsFiniteMeasure μ] {q : ℝ} (hq : 0 < q)
    (h : IntegrableOn (fun r : ℝ => r ^ 2) (Ioi 0) μ) :
    moment μ 0 - q ^ 2 * moment μ 2 / 6 ≤ formFactor μ q ∧ formFactor μ q ≤ moment μ 0 := by
  obtain ⟨h1, h2⟩ := formFactor_enclosure μ 0 hq h
  have e : momentSeries μ 0 q = moment μ 0 := by simp [momentSeries]
  rw [e] at h1 h2
  norm_num [Nat.factorial] at h1 h2
  constructor <;> linarith
```

## Charge within a finite radius

If the charge lies within r ≤ R, then m_(2n+2) ≤ m_0 R^(2n+2), and so

|f(q) − P_n(q)| ≤ m_0 (qR)^(2n+2)/(2n+3)!

The factorial outgrows the power, so P_n(q) → f(q) for every q > 0. Lean writes m_0 here as `μ.real (Ioi 0)` and requires r ≤ R almost everywhere. The limit follows by squeezing the error.

```lean
/-- For a charge contained within radius `R`, the truncation error is bounded by the total
charge times `(q * R) ^ (2 * n + 2) / (2 * n + 3)!`, and the moment expansion converges to the
form factor at every `q > 0`. -/
theorem momentSeries_converges (μ : Measure ℝ) [IsFiniteMeasure μ] {q R : ℝ} (hq : 0 < q)
    (hR : ∀ᵐ r ∂(μ.restrict (Ioi 0)), r ≤ R) :
    (∀ n : ℕ, |formFactor μ q - momentSeries μ n q| ≤
      μ.real (Ioi 0) * ((q * R) ^ (2 * n + 2) / ((2 * n + 3).factorial : ℝ))) ∧
      Tendsto (fun n => momentSeries μ n q) atTop (𝓝 (formFactor μ q)) := by
  have hb : ∀ n : ℕ, |formFactor μ q - momentSeries μ n q| ≤
      μ.real (Ioi 0) * ((q * R) ^ (2 * n + 2) / ((2 * n + 3).factorial : ℝ)) := by
    intro n
    have hle : ∀ᵐ r ∂(μ.restrict (Ioi 0)), r ^ (2 * n + 2) ≤ R ^ (2 * n + 2) := by
      filter_upwards [hR, ae_restrict_mem measurableSet_Ioi] with r h1 h2
      exact pow_le_pow_left₀ (le_of_lt h2) h1 _
    have hint : IntegrableOn (fun r : ℝ => r ^ (2 * n + 2)) (Ioi 0) μ := by
      refine Integrable.mono' (integrable_const (R ^ (2 * n + 2)))
        (continuous_pow _).aestronglyMeasurable ?_
      filter_upwards [hle, ae_restrict_mem measurableSet_Ioi] with r h1 h2
      rwa [Real.norm_of_nonneg (pow_nonneg (le_of_lt h2) _)]
    -- the moment is at most the total charge times the power of the radius
    have hm : moment μ (2 * n + 2) ≤ μ.real (Ioi 0) * R ^ (2 * n + 2) := by
      have h3 := integral_mono_ae hint (integrable_const (R ^ (2 * n + 2))) hle
      rwa [setIntegral_const, smul_eq_mul] at h3
    calc |formFactor μ q - momentSeries μ n q|
        ≤ q ^ (2 * n + 2) * moment μ (2 * n + 2) / ((2 * n + 3).factorial : ℝ) :=
          formFactor_error μ n hq hint
      _ ≤ q ^ (2 * n + 2) * (μ.real (Ioi 0) * R ^ (2 * n + 2)) /
          ((2 * n + 3).factorial : ℝ) := by gcongr
      _ = _ := by
          rw [mul_pow]
          ring
  refine ⟨hb, ?_⟩
  have hφ : Tendsto (fun n : ℕ => 2 * n + 2) atTop atTop :=
    tendsto_atTop_mono (fun n => by simp only [id]; omega) tendsto_id
  have hg := ((FloorSemiring.tendsto_pow_div_factorial_atTop (q * R)).comp hφ).const_mul
    (μ.real (Ioi 0))
  rw [mul_zero] at hg
  refine tendsto_iff_norm_sub_tendsto_zero.2 (squeeze_zero (fun _ => norm_nonneg _) ?_ hg)
  intro n
  rw [norm_sub_rev, Real.norm_eq_abs]
  refine (hb n).trans (mul_le_mul_of_nonneg_left ?_ measureReal_nonneg)
  have hE : 0 ≤ (q * R) ^ (2 * n + 2) := Even.pow_nonneg ⟨n + 1, by ring⟩ _
  have hF : ((2 * n + 2).factorial : ℝ) ≤ ((2 * n + 3).factorial : ℝ) := by
    exact_mod_cast Nat.factorial_le (by omega)
  exact div_le_div_of_nonneg_left hE (by positivity) hF

end

end XrayFormFactorMoments
```

```lean
#print axioms XrayFormFactorMoments.formFactor_enclosure
#print axioms XrayFormFactorMoments.formFactor_two_sided
#print axioms XrayFormFactorMoments.momentSeries_converges
```

```
'XrayFormFactorMoments.formFactor_enclosure' depends on axioms: [propext, Classical.choice, Quot.sound]
'XrayFormFactorMoments.formFactor_two_sided' depends on axioms: [propext, Classical.choice, Quot.sound]
'XrayFormFactorMoments.momentSeries_converges' depends on axioms: [propext, Classical.choice, Quot.sound]
```

## An exponential tail limits convergence

Without a finite radius, convergence can fail even when every moment is finite. Take the hydrogen ground state, with r in Bohr radii and q in inverse Bohr radii, a case worked out here in prose only. Its density is ρ(r) = e^(−2r)/π, so dμ = 4r² e^(−2r) dr. Then m_(2k) = (2k+2)!/2^(2k+1), and

f(q) = 1/(1 + q²/4)²

P_n(q) = Σ_{k≤n} (−1)^k (k+1) (q/2)^(2k)

For q > 2 the terms grow without bound and P_n(q) diverges, although f(q) is finite. The error bound for each fixed n still holds, with the value (n+2) (q/2)^(2n+2).
